# Band touching and Dirac cones in the honeycomb magnon matrix

Take the matrix $H = \begin{pmatrix} 3 & -f \\ -\bar f & 3 \end{pmatrix}$ with $f = 1 + e^{ia} + e^{ib}$ at two points. At $a = b = 0$ the three unit phases are aligned, $f = 3$, and the eigenvalues are $0$ and $6$. At $a = 2\pi/3$, $b = -2\pi/3$ the phases are $1, \omega, \bar\omega$ with $\omega = e^{2\pi i/3}$. They close into an equilateral triangle, $f = 0$, and $H$ is $3$ times the identity, so the two eigenvalues coincide. These are the extreme cases: the splitting of the eigenvalues is $2|f|$, and $|f|$ runs between $0$ and $3$.

Take the nearest-neighbour Heisenberg ferromagnet on the honeycomb lattice, with energy $-J\,\mathbf S_i\cdot\mathbf S_j$ for each bond, counted once, $J > 0$ and spins of length $S$. In linear spin-wave theory $H$ is its two-sublattice magnon matrix in units of $JS$, with $a = \mathbf k\cdot\mathbf a_1$ and $b = \mathbf k\cdot\mathbf a_2$ for the wave vector $\mathbf k$ and two primitive lattice vectors at $60^\circ$. After subtracting $3$ times the identity it is also the nearest-neighbour, orthogonal-orbital tight-binding matrix of the $\pi$ bands of graphene, in units of the hopping energy and measured from the on-site energy. The results here concern eigenvalues only; the effective two-component Dirac Hamiltonian near a touching point and the Berry phase of the eigenvectors are not treated.

## The claim and its derivation

For all real $a, b$ the spectrum of $H$ is $\{E_+, E_-\}$ with $E_\pm = 3 \pm |f|$, both values are nonnegative, and $E_+ = E_-$ exactly when $e^{ia}$ and $e^{ib}$ are distinct primitive cube roots of unity.

*Spectrum.* The secular determinant is
$$\det(\mu - H) = (\mu - 3)^2 - f\bar f = (\mu - 3)^2 - |f|^2 = (\mu - E_+)(\mu - E_-),$$
and it vanishes exactly at $\mu = E_\pm$.

*Signs.* The triangle inequality gives $|f| \le 1 + 1 + 1 = 3$, so $E_- \ge 0$, and $E_+ \ge 3$.

*Touching.* Since $E_+ - E_- = 2|f|$, the bands coincide exactly when $f = 0$. Write $u = e^{ia}$, $v = e^{ib}$, so $u\bar u = v\bar v = 1$, and suppose $1 + u + v = 0$. Conjugation gives $1 + \bar u + \bar v = 0$, and multiplying by $uv$ gives $uv + v + u = 0$. With $u + v = -1$ this is $uv = 1$. Multiplying $1 + u + v = 0$ by $u$ now yields $u^2 + u + 1 = 0$, and likewise for $v$. If $u = v$, then $1 + 2u = 0$, and the identity $4(u^2 + u + 1) - (1 + 2u)^2 = 3$ would read $0 = 3$; hence $u \ne v$. Conversely, if $u \ne v$ both solve the quadratic, subtraction gives $(u - v)(1 + u + v) = 0$, so $1 + u + v = 0$. Finally $u^3 - 1 = (u - 1)(u^2 + u + 1)$, and $u = 1$ does not solve the quadratic, so its roots are the cube roots of unity other than $1$, which are the primitive ones.

*Zero of the lower band.* Summing the squares of the real and imaginary parts of $f$ gives
$$|f|^2 = 3 + 2\cos a + 2\cos b + 2\cos(a - b).$$
If $E_- = 0$ then $|f|^2 = 9$, which forces each cosine to equal $1$, so $e^{ia} = e^{ib} = 1$. The converse is the first example above.

*The cone.* Let $f(a, b) = 0$ and move along $(a + t\xi, b + t\eta)$. The derivative at $t = 0$ is $f' = i\xi e^{ia} + i\eta e^{ib}$, with $|f'|^2 = \xi^2 + \eta^2 + 2\xi\eta\cos(a - b)$. From $e^{ia} + e^{ib} = -1$ one has $2 + 2\cos(a - b) = 1$, so $\cos(a - b) = -\tfrac12$. Because $f$ vanishes at $t = 0$, the ratio $|f(t)|/|t|$ is the modulus of the difference quotient, and therefore
$$\lim_{t \to 0} \frac{E_+ - 3}{|t|} = \lim_{t \to 0} \frac{3 - E_-}{|t|} = \sqrt{\xi^2 - \xi\eta + \eta^2}.$$

## The formal development

In Lean 4 with Mathlib:

```lean
import Mathlib

open Matrix Filter Topology
open scoped ComplexConjugate

namespace HoneycombMagnon

noncomputable section
```

The notation `conj` is complex conjugation. The angles are plain real numbers, with no reduction to a Brillouin zone; periodicity is carried by the phases.

```lean
/-- The Bloch phase `exp(i a)` for a real angle `a`. -/
def blochPhase (a : ℝ) : ℂ := Complex.exp (a * Complex.I)

/-- The nearest-neighbour structure factor `f = 1 + exp(i a) + exp(i b)` of the honeycomb
lattice. -/
def structureFactor (a b : ℝ) : ℂ := 1 + blochPhase a + blochPhase b

/-- The two-sublattice magnon matrix `[[3, -f], [-conj f, 3]]`, in units of `J S`. -/
def magnonMatrix (a b : ℝ) : Matrix (Fin 2) (Fin 2) ℂ :=
  !![3, -structureFactor a b; -conj (structureFactor a b), 3]
```

These definitions fix the conventions. One of the three bonds carries the phase $1$ and the other two carry lattice-vector phases, the entry $-f$ stands in the upper right corner, and energies are measured in $JS$. The matrix is a definition: the spin Hamiltonian, the bosonic expansion and the Fourier transform that lead to it are assumed, and further neighbours, unequal bonds, anisotropy, applied fields and magnon interactions are absent.

```lean
/-- The upper band `3 + |f|`. -/
def upperBand (a b : ℝ) : ℝ := 3 + ‖structureFactor a b‖

/-- The lower band `3 - |f|`. -/
def lowerBand (a b : ℝ) : ℝ := 3 - ‖structureFactor a b‖
```

The bands are defined as real numbers by formula, with `‖structureFactor a b‖` the modulus $|f|$. That they are the eigenvalues is a theorem.

```lean
/-- The magnon matrix is Hermitian. -/
theorem magnonMatrix_isHermitian (a b : ℝ) : (magnonMatrix a b).IsHermitian := by
  change (magnonMatrix a b)ᴴ = magnonMatrix a b
  ext i j
  fin_cases i <;> fin_cases j <;> simp [magnonMatrix, Matrix.conjTranspose_apply]
```

Hermiticity is checked on the four entries. It is recorded for the physical reading and is not used in the later proofs.

```lean
/-- The secular determinant `det (μ - H)` factorises as `(μ - (3 + |f|)) (μ - (3 - |f|))`. -/
theorem secular_det (a b : ℝ) (μ : ℂ) :
    (μ • (1 : Matrix (Fin 2) (Fin 2) ℂ) - magnonMatrix a b).det
      = (μ - (upperBand a b : ℂ)) * (μ - (lowerBand a b : ℂ)) := by
  have hf : structureFactor a b * conj (structureFactor a b)
      = ((‖structureFactor a b‖ : ℝ) : ℂ) ^ 2 := by
    rw [Complex.mul_conj, Complex.normSq_eq_norm_sq, Complex.ofReal_pow]
  have h : μ • (1 : Matrix (Fin 2) (Fin 2) ℂ) - magnonMatrix a b
      = !![μ - 3, structureFactor a b; conj (structureFactor a b), μ - 3] := by
    ext i j
    fin_cases i <;> fin_cases j <;> simp [magnonMatrix]
  rw [h, Matrix.det_fin_two_of]
  unfold upperBand lowerBand
  push_cast
  -- (μ - 3)² - f conj f = (μ - 3)² - |f|²
  linear_combination (-1 : ℂ) * hf
```

The fact `hf` is $f\bar f = |f|^2$, and `h` writes $\mu - H$ entry by entry. After the $2 \times 2$ determinant formula, `linear_combination` checks that the two sides differ by a multiple of `hf`.

```lean
/-- The spectrum of the magnon matrix consists of `3 + |f|` and `3 - |f|`. -/
theorem spectrum_magnonMatrix (a b : ℝ) :
    spectrum ℂ (magnonMatrix a b) = {(upperBand a b : ℂ), (lowerBand a b : ℂ)} := by
  ext μ
  rw [spectrum.mem_iff, Algebra.algebraMap_eq_smul_one, Matrix.isUnit_iff_isUnit_det,
    isUnit_iff_ne_zero, ne_eq, not_not, secular_det, mul_eq_zero, sub_eq_zero, sub_eq_zero]
  simp only [Set.mem_insert_iff, Set.mem_singleton_iff]
```

Here `spectrum ℂ` is the set of complex $\mu$ for which $\mu - H$ is not invertible. The rewriting turns this into $\det(\mu - H) = 0$ and then, through `secular_det`, into $\mu = E_+$ or $\mu = E_-$. The right side is a set, which has one element at a touching point; the double root is visible in `secular_det`.

```lean
/-- The squared modulus of the structure factor is
`3 + 2 cos a + 2 cos b + 2 cos (a - b)`. -/
theorem structureFactor_norm_sq (a b : ℝ) :
    ‖structureFactor a b‖ ^ 2
      = 3 + 2 * Real.cos a + 2 * Real.cos b + 2 * Real.cos (a - b) := by
  rw [← Complex.normSq_eq_norm_sq, Complex.normSq_apply, Real.cos_sub]
  simp only [structureFactor, blochPhase, Complex.add_re, Complex.add_im, Complex.one_re,
    Complex.one_im, Complex.exp_ofReal_mul_I_re, Complex.exp_ofReal_mul_I_im]
  linear_combination Real.sin_sq_add_cos_sq a + Real.sin_sq_add_cos_sq b
```

The modulus squared is expanded into real and imaginary parts, and $\sin^2 + \cos^2 = 1$, used once for each angle, closes the identity.

```lean
/-- Both bands are nonnegative. -/
theorem bands_nonneg (a b : ℝ) : 0 ≤ upperBand a b ∧ 0 ≤ lowerBand a b := by
  have ha : ‖blochPhase a‖ = 1 := Complex.norm_exp_ofReal_mul_I a
  have hb : ‖blochPhase b‖ = 1 := Complex.norm_exp_ofReal_mul_I b
  have h1 := norm_add_le (1 + blochPhase a) (blochPhase b)
  have h2 := norm_add_le (1 : ℂ) (blochPhase a)
  rw [norm_one] at h2
  -- triangle inequality: three unit phases add up to at most 3
  have h3 : ‖structureFactor a b‖ ≤ 3 := by
    unfold structureFactor
    linarith
  have h0 := norm_nonneg (structureFactor a b)
  unfold upperBand lowerBand
  constructor <;> linarith
```

The facts `h1` and `h2` are two applications of the triangle inequality, and `h3` is $|f| \le 3$. In the physical reading, no magnon of this harmonic model has negative energy relative to the fully polarised state.

```lean
/-- A complex number is a primitive cube root of unity iff `u² + u + 1 = 0`. -/
theorem primitive_cube_root_iff (u : ℂ) : IsPrimitiveRoot u 3 ↔ u ^ 2 + u + 1 = 0 := by
  constructor
  · intro hu
    have h3 : u ^ 3 = 1 := hu.pow_eq_one
    have h1 : u ≠ 1 := hu.ne_one (by norm_num)
    have hfac : (u - 1) * (u ^ 2 + u + 1) = 0 := by linear_combination h3
    exact (mul_eq_zero.mp hfac).resolve_left (sub_ne_zero.mpr h1)
  · intro h
    have h3 : u ^ 3 = 1 := by linear_combination (u - 1) * h
    have h1 : u ≠ 1 := by
      intro h1
      rw [h1] at h
      norm_num at h
    have hp := IsPrimitiveRoot.orderOf u
    rw [orderOf_eq_prime h3 h1] at hp
    exact hp
```

`IsPrimitiveRoot u 3` says that $u$ has multiplicative order exactly $3$. The forward direction uses the factorisation `hfac` and $u \ne 1$. The backward direction derives $u^3 = 1$ and $u \ne 1$, and `orderOf_eq_prime` concludes that the order is $3$ because $3$ is prime.

```lean
/-- For phases `u`, `v` of modulus one, `1 + u + v = 0` iff `u` and `v` are distinct
primitive cube roots of unity. -/
theorem unit_sum_eq_zero_iff (u v : ℂ) (hu : ‖u‖ = 1) (hv : ‖v‖ = 1) :
    1 + u + v = 0 ↔ IsPrimitiveRoot u 3 ∧ IsPrimitiveRoot v 3 ∧ u ≠ v := by
  rw [primitive_cube_root_iff, primitive_cube_root_iff]
  constructor
  · intro h
    have hu' : u * conj u = 1 := by
      rw [Complex.mul_conj, Complex.normSq_eq_norm_sq, hu]
      simp
    have hv' : v * conj v = 1 := by
      rw [Complex.mul_conj, Complex.normSq_eq_norm_sq, hv]
      simp
    have hc : 1 + conj u + conj v = 0 := by
      have h0 := congrArg (starRingEnd ℂ) h
      simpa only [map_add, map_one, map_zero] using h0
    -- the conjugate equation times u v gives u v = 1
    have huv : u * v = 1 := by
      linear_combination u * v * hc - v * hu' - u * hv' - h
    have hq : u ^ 2 + u + 1 = 0 := by linear_combination u * h - huv
    refine ⟨hq, by linear_combination v * h - huv, fun e => ?_⟩
    have h' : 1 + u + u = 0 := by linear_combination h + e
    have h3 : (3 : ℂ) = 0 := by linear_combination 4 * hq - (1 + 2 * u) * h'
    norm_num at h3
  · rintro ⟨h1, h2, hne⟩
    -- two distinct roots of the quadratic add up to -1
    have hfac : (u - v) * (1 + u + v) = 0 := by linear_combination h1 - h2
    exact (mul_eq_zero.mp hfac).resolve_left (sub_ne_zero.mpr hne)
```

This is the triangle lemma for arbitrary complex numbers of modulus one. The steps `hc`, `huv` and `hq` are the conjugated equation, $uv = 1$ and the quadratic; `h3` is the contradiction $3 = 0$ that excludes $u = v$; `hfac` is the subtraction in the converse. The modulus hypotheses are needed in the forward direction: $u = -1$, $v = 0$ satisfy $1 + u + v = 0$ and neither is a cube root of unity. Distinctness is needed in the converse: $u = v = \omega$ gives $1 + 2\omega = i\sqrt3 \ne 0$.

```lean
/-- The two bands coincide iff the structure factor vanishes. -/
theorem bands_touch_iff (a b : ℝ) :
    upperBand a b = lowerBand a b ↔ structureFactor a b = 0 := by
  unfold upperBand lowerBand
  constructor
  · intro h
    exact norm_eq_zero.mp (by linarith)
  · intro h
    rw [h]
    simp

/-- The magnon matrix has spectrum `{3 + |f|, 3 - |f|}`, both values are nonnegative, and they
coincide iff `exp(i a)` and `exp(i b)` are distinct primitive cube roots of unity. -/
theorem honeycomb_dirac_magnons (a b : ℝ) :
    spectrum ℂ (magnonMatrix a b) = {(upperBand a b : ℂ), (lowerBand a b : ℂ)} ∧
    0 ≤ upperBand a b ∧ 0 ≤ lowerBand a b ∧
    (upperBand a b = lowerBand a b ↔
      IsPrimitiveRoot (blochPhase a) 3 ∧ IsPrimitiveRoot (blochPhase b) 3 ∧
        blochPhase a ≠ blochPhase b) := by
  refine ⟨spectrum_magnonMatrix a b, (bands_nonneg a b).1, (bands_nonneg a b).2, ?_⟩
  rw [bands_touch_iff]
  exact unit_sum_eq_zero_iff (blochPhase a) (blochPhase b)
    (Complex.norm_exp_ofReal_mul_I a) (Complex.norm_exp_ofReal_mul_I b)
```

The theorem `honeycomb_dirac_magnons` has no hypothesis beyond $a, b$ real. It reads: the spectrum of the matrix is $\{3 + |f|, 3 - |f|\}$, each value is nonnegative, and the two are equal if and only if both phases are primitive cube roots of unity and differ from each other. The proof collects the earlier results, passes from equal bands to $f = 0$ by `bands_touch_iff`, and applies the triangle lemma to the two phases, whose moduli are one. The touching condition is stated for the phases, not for the angles or for points of a Brillouin zone.

```lean
/-- The lower band vanishes iff both Bloch phases equal one. -/
theorem lowerBand_eq_zero_iff (a b : ℝ) :
    lowerBand a b = 0 ↔ blochPhase a = 1 ∧ blochPhase b = 1 := by
  have key : ∀ x : ℝ, Real.cos x = 1 → blochPhase x = 1 := by
    intro x hx
    have h1 := Real.sin_sq_add_cos_sq x
    rw [hx] at h1
    have h2 : Real.sin x ^ 2 = 0 := by linarith
    have hs : Real.sin x = 0 := (pow_eq_zero_iff two_ne_zero).mp h2
    unfold blochPhase
    apply Complex.ext
    · rw [Complex.exp_ofReal_mul_I_re, hx, Complex.one_re]
    · rw [Complex.exp_ofReal_mul_I_im, hs, Complex.one_im]
  constructor
  · intro h
    have hn : ‖structureFactor a b‖ = 3 := by
      unfold lowerBand at h
      linarith
    have h2 := structureFactor_norm_sq a b
    rw [hn] at h2
    -- |f|² = 9 forces every cosine to its maximum
    have c1 := Real.cos_le_one a
    have c2 := Real.cos_le_one b
    have c3 := Real.cos_le_one (a - b)
    exact ⟨key a (by linarith), key b (by linarith)⟩
  · rintro ⟨ha, hb⟩
    unfold lowerBand structureFactor
    rw [ha, hb]
    norm_num
```

The auxiliary `key` shows that $\cos x = 1$ forces $\sin x = 0$ and hence $e^{ix} = 1$. With $|f| = 3$ inserted in `structureFactor_norm_sq`, the bounds `c1`, `c2`, `c3` leave $\cos a = \cos b = 1$ as the only possibility. In the spin-wave picture this zero is the uniform rotation of all spins.

```lean
/-- Along the line `(a + t u, b + t v)` through a point where the bands coincide, the distances
of both bands from `3`, divided by `|t|`, tend to `√(u² - u v + v²)` as `t → 0`. -/
theorem dirac_cone (a b u v : ℝ) (h : upperBand a b = lowerBand a b) :
    Tendsto (fun t : ℝ => (upperBand (a + t * u) (b + t * v) - 3) / |t|) (𝓝[≠] 0)
      (𝓝 (Real.sqrt (u ^ 2 - u * v + v ^ 2))) ∧
    Tendsto (fun t : ℝ => (3 - lowerBand (a + t * u) (b + t * v)) / |t|) (𝓝[≠] 0)
      (𝓝 (Real.sqrt (u ^ 2 - u * v + v ^ 2))) := by
  have h0 : structureFactor a b = 0 := (bands_touch_iff a b).mp h
  -- derivative of a Bloch phase along the line
  have hphase : ∀ x w : ℝ, HasDerivAt (fun t : ℝ => blochPhase (x + t * w))
      (blochPhase x * (w * Complex.I)) 0 := by
    intro x w
    have h1 : HasDerivAt (fun t : ℝ => x + t * w) w 0 :=
      (((hasDerivAt_id (0 : ℝ)).mul_const w).const_add x).congr_deriv (one_mul w)
    have h2 := (h1.ofReal_comp.mul_const Complex.I).cexp
    exact h2.congr_deriv (by simp [blochPhase])
  have hg : HasDerivAt (fun t : ℝ => structureFactor (a + t * u) (b + t * v))
      (blochPhase a * (u * Complex.I) + blochPhase b * (v * Complex.I)) 0 :=
    ((hphase a u).const_add 1).fun_add (hphase b v)
  -- f = 0 gives cos (a - b) = -1/2
  have hre : 1 + Real.cos a + Real.cos b = 0 := by
    have h1 := congrArg Complex.re h0
    simpa only [structureFactor, blochPhase, Complex.add_re, Complex.one_re, Complex.zero_re,
      Complex.exp_ofReal_mul_I_re] using h1
  have him : Real.sin a + Real.sin b = 0 := by
    have h1 := congrArg Complex.im h0
    simpa only [structureFactor, blochPhase, Complex.add_im, Complex.one_im, Complex.zero_im,
      Complex.exp_ofReal_mul_I_im, zero_add] using h1
  have Sa := Real.sin_sq_add_cos_sq a
  have Sb := Real.sin_sq_add_cos_sq b
  have hc : Real.cos a * Real.cos b + Real.sin a * Real.sin b = -1 / 2 := by
    linear_combination (1 / 2) * (Real.cos a + Real.cos b - 1) * hre
      + (1 / 2) * (Real.sin a + Real.sin b) * him - (1 / 2) * Sa - (1 / 2) * Sb
  have hn : ‖blochPhase a * (u * Complex.I) + blochPhase b * (v * Complex.I)‖ ^ 2
      = u ^ 2 - u * v + v ^ 2 := by
    rw [← Complex.normSq_eq_norm_sq, Complex.normSq_apply]
    simp only [blochPhase, Complex.add_re, Complex.add_im, Complex.mul_re, Complex.mul_im,
      Complex.ofReal_re, Complex.ofReal_im, Complex.I_re, Complex.I_im,
      Complex.exp_ofReal_mul_I_re, Complex.exp_ofReal_mul_I_im]
    linear_combination u ^ 2 * Sa + v ^ 2 * Sb + 2 * u * v * hc
  have hnorm : ‖blochPhase a * (u * Complex.I) + blochPhase b * (v * Complex.I)‖
      = Real.sqrt (u ^ 2 - u * v + v ^ 2) := by
    rw [← hn, Real.sqrt_sq (norm_nonneg _)]
  -- the modulus of the difference quotient of f is |f| / |t|
  have ht := (hasDerivAt_iff_tendsto_slope_zero.mp hg).norm
  have hmain : Tendsto (fun t : ℝ => ‖structureFactor (a + t * u) (b + t * v)‖ / |t|)
      (𝓝[≠] 0) (𝓝 (Real.sqrt (u ^ 2 - u * v + v ^ 2))) := by
    rw [← hnorm]
    refine Filter.Tendsto.congr (fun t => ?_) ht
    simp only [zero_add, zero_mul, add_zero, h0, sub_zero, norm_smul, norm_inv,
      Real.norm_eq_abs, div_eq_inv_mul]
  constructor
  · refine Filter.Tendsto.congr (fun t => ?_) hmain
    simp only [upperBand]
    ring
  · refine Filter.Tendsto.congr (fun t => ?_) hmain
    simp only [lowerBand]
    ring
```

In `dirac_cone` the reals `u` and `v` are the direction $(\xi, \eta)$, not phases, and `h` says that the base point is a touching point. The filter `𝓝[≠] 0` takes $t \to 0$ from both sides with $t \ne 0$, so the quotient at $t = 0$ plays no role. The steps `hphase` and `hg` compute $f'$ by the chain rule; `hre` and `him` are the real and imaginary parts of $f = 0$; `hc` is $\cos(a - b) = -\tfrac12$ in expanded form; `hn` and `hnorm` give $|f'|$. Then `ht` takes the modulus of the difference quotient, `hmain` rewrites it as $|f|/|t|$ using $f = 0$ at the base point, and both limits follow because $E_+ - 3 = 3 - E_- = |f|$. Without `h` the statement fails: at $a = b = 0$ the numerator tends to $3$ and the quotient diverges. The limit is taken along each straight line separately, with no uniform bound on the remainder.

Two consequences are added by hand and have no counterpart in the code. The form $\xi^2 - \xi\eta + \eta^2 = (\xi - \eta/2)^2 + \tfrac34\eta^2$ is positive for every nonzero direction, so the bands separate linearly. For lattice vectors of length $\ell$ at $60^\circ$, with $\xi = \mathbf q\cdot\mathbf a_1$ and $\eta = \mathbf q\cdot\mathbf a_2$, it equals $\tfrac34\ell^2|\mathbf q|^2$, so the cone is isotropic in $\mathbf k$ with slope $\tfrac{\sqrt3}{2}\ell$ in units of $JS$.

The second opening example supplies a point at which `h` holds. With $\cos(2\pi/3) = -\tfrac12$ the real part of $f$ is $1 - \tfrac12 - \tfrac12 = 0$, and the two sines cancel in the imaginary part.

```lean
/-- The two bands coincide at `(a, b) = (2π/3, -2π/3)`. -/
theorem dirac_point_witness :
    upperBand (2 * Real.pi / 3) (-(2 * Real.pi / 3))
      = lowerBand (2 * Real.pi / 3) (-(2 * Real.pi / 3)) := by
  have hc : Real.cos (2 * Real.pi / 3) = -(1 / 2) := by
    rw [show 2 * Real.pi / 3 = Real.pi - Real.pi / 3 by ring, Real.cos_pi_sub,
      Real.cos_pi_div_three]
  rw [bands_touch_iff]
  apply Complex.ext
  · simp only [structureFactor, blochPhase, Complex.add_re, Complex.one_re, Complex.zero_re,
      Complex.exp_ofReal_mul_I_re, Real.cos_neg]
    linarith
  · simp only [structureFactor, blochPhase, Complex.add_im, Complex.one_im, Complex.zero_im,
      Complex.exp_ofReal_mul_I_im, Real.sin_neg]
    ring

end

end HoneycombMagnon
```

```lean
#print axioms HoneycombMagnon.magnonMatrix_isHermitian
-- 'HoneycombMagnon.magnonMatrix_isHermitian' depends on axioms: [propext, Classical.choice, Quot.sound]
#print axioms HoneycombMagnon.honeycomb_dirac_magnons
-- 'HoneycombMagnon.honeycomb_dirac_magnons' depends on axioms: [propext, Classical.choice, Quot.sound]
#print axioms HoneycombMagnon.lowerBand_eq_zero_iff
-- 'HoneycombMagnon.lowerBand_eq_zero_iff' depends on axioms: [propext, Classical.choice, Quot.sound]
#print axioms HoneycombMagnon.dirac_cone
-- 'HoneycombMagnon.dirac_cone' depends on axioms: [propext, Classical.choice, Quot.sound]
```
